# With a decoupled zero-energy orbital filled, N+1 electrons have the spectrum of N electrons with it empty

Take one orbital $g$ with energy $\varepsilon_g$ and one extra orbital $f$ that the Hamiltonian ignores, so $H=\varepsilon_g n_g$, where $n_g$ is the occupation of $g$. Moving the electron from $g$ to $f$ leaves energy $0$, the same as the vacuum. The excitation energy $-\varepsilon_g$ is therefore the ionization energy of $g$.

I understand that an excitation-energy ADC (algebraic diagrammatic construction) program can give ionization energies in this way, by exciting into such an $f$. But with many interacting electrons, the creator of $f$ carries a sign that depends on which other orbitals are filled, and levels may be degenerate. Do the states with $f$ filled still have exactly the ionized spectrum, with the right multiplicities? And what does "ignores $f$" have to mean?

## The creator of f carries one spectrum onto the other

Yes, for a Hamiltonian on finitely many modes that conserves electron number and commutes with both the annihilator $a_f$ and the creator $a_f^\dagger$. The signs cancel. This concerns the full Hamiltonian in that finite space, not the truncated matrix of a particular ADC order.

Write a state as amplitudes $\psi(S)$ on sets $S$ of occupied modes, and let $\sigma_p(S)=\pm1$ be the parity of the number of modes in $S$ that precede $p$. Then

$$(a_p^\dagger\psi)(S)=\sigma_p(S)\,\psi(S\setminus\{p\})\ \text{ if }p\in S,\qquad (a_p\psi)(S)=\sigma_p(S)\,\psi(S\cup\{p\})\ \text{ if }p\notin S,$$

and both are zero otherwise. Removing $p$ does not change which modes precede it, so $\sigma_p(S)\sigma_p(S\setminus\{p\})=1$. Hence $n_p=a_p^\dagger a_p$ keeps the amplitudes with $p\in S$ and deletes the rest, while $a_pa_p^\dagger$ keeps exactly the others. This gives $a_pa_p^\dagger+a_p^\dagger a_p=1$. Both squares vanish, because a mode can be neither filled nor emptied twice.

The total number operator $\hat N=\sum_p n_p$ multiplies $\psi(S)$ by $|S|$. Since $a_f^\dagger$ adds one mode and $a_f$ removes one,

$$\hat N a_f^\dagger=a_f^\dagger(\hat N+1),\qquad a_f\hat N=(\hat N+1)a_f .$$

Let $\varphi$ have $N$ electrons and $f$ empty, so $n_f\varphi=0$. Then

$$a_fa_f^\dagger\varphi=\varphi,\qquad \hat N a_f^\dagger\varphi=(N+1)a_f^\dagger\varphi,\qquad n_fa_f^\dagger\varphi=a_f^\dagger(a_fa_f^\dagger\varphi)=a_f^\dagger\varphi .$$

Conversely, let $\psi$ have $N+1$ electrons and $f$ filled, so $a_f^\dagger a_f\psi=\psi$. Then $(\hat N+1)a_f\psi=a_f\hat N\psi=(N+1)a_f\psi$, so $a_f\psi$ has $N$ electrons, and $n_fa_f\psi=a_f^\dagger a_fa_f\psi=0$. The two sectors are thus matched one to one, with $a_f^\dagger$ and $a_f$ as mutual inverses.

Because $H$ commutes with $\hat N$ and $n_f$, it maps each sector into itself: if $A\psi=z\psi$ and $HA=AH$, then $AH\psi=zH\psi$. On the filled sector,

$$H\psi=Ha_f^\dagger a_f\psi=a_f^\dagger H a_f\psi .$$

The two restrictions of $H$ are therefore similar and have the same characteristic polynomial.

If $f$ has orbital energy $\varepsilon$, then $(H+\varepsilon n_f)\psi=H\psi+\varepsilon\psi$ on the filled sector. So $\psi$ has eigenvalue $E+\varepsilon$ exactly when $H\psi=E\psi$, which holds exactly when $Ha_f\psi=Ea_f\psi$. Every level shifts by $\varepsilon$ and keeps its degeneracy.

## What "ignores f" means, and what the theorems say

The commutation conditions describe an electron in $f$ that has left the system: it neither hops back nor interacts with the electrons that remain. Conserving $\hat N$ and $n_f$ is not enough. In the two-orbital example, adding $Un_gn_f$ with $U\ne0$ conserves both, yet puts the two-electron state at $\varepsilon_g+U$ instead of $\varepsilon_g$. A real diffuse orbital meets the conditions only approximately, and the resulting error is not estimated here.

In the code, `Fock ι` is the space of complex amplitudes on finite sets of modes (spin orbitals, in the usual application), and the linear order on `ι` fixes the sign convention. `occupiedSector f N` and `emptySector f N` are joint eigenspaces of `number` and `occupation f`.

`ionization_spectrum` takes any linear `H` with the three `Commute` hypotheses. It states that `occupiedSector f (N + 1)` and `emptySector f N` are invariant (`ho` and `he`) and that the restrictions have equal `charpoly`, which is equality of spectra with algebraic multiplicity. Hermiticity is not assumed; for Hermitian `H` these multiplicities are the ordinary degeneracies. The case `N = 0` compares one electron in $f$ with the vacuum.

`shifted_multiplicity` equates the eigenspace dimensions at $E+\varepsilon$ and $E$, and does not need number conservation. `densityHamiltonian_witness` shows that an interacting model meets all three conditions: orbital energies plus density-density terms on the modes other than $f$. Its double sum runs over ordered pairs and includes $p=q$.

If the reference state has $N+1$ electrons, $f$ empty and energy $E_0$, an ionized level $E$ appears as the excitation energy $E-E_0$, or $E+\varepsilon-E_0$ with the orbital energy included. Here $f$ is a single spin orbital. If its opposite-spin partner is also among the modes and equally decoupled, some states with $f$ filled have the partner filled too, and these are doubly ionized levels. For a finite set of modes with $f$ fully decoupled, this is how an excitation calculation can deliver ionization energies.

In Lean 4 with Mathlib:

```lean
import Mathlib

namespace IonizationFromExcitation

noncomputable section

/-- Fock space: a complex amplitude for every set of occupied modes. -/
abbrev Fock (ι : Type*) := Finset ι → ℂ

variable {ι : Type*} [LinearOrder ι]

/-- The fermionic sign: minus one to the number of occupied modes that precede `p`. -/
def parity (p : ι) (S : Finset ι) : ℂ := (-1) ^ (S.filter (· < p)).card

/-- The creator of an electron in mode `p`. -/
def create (p : ι) : Module.End ℂ (Fock ι) where
  toFun ψ S := if p ∈ S then parity p S * ψ (S.erase p) else 0
  map_add' φ ψ := by
    ext S
    by_cases h : p ∈ S <;> simp [h, mul_add]
  map_smul' z ψ := by
    ext S
    by_cases h : p ∈ S <;> simp [h, mul_left_comm]

/-- The annihilator of an electron in mode `p`. -/
def annihilate (p : ι) : Module.End ℂ (Fock ι) where
  toFun ψ S := if p ∈ S then 0 else parity p S * ψ (insert p S)
  map_add' φ ψ := by
    ext S
    by_cases h : p ∈ S <;> simp [h, mul_add]
  map_smul' z ψ := by
    ext S
    by_cases h : p ∈ S <;> simp [h, mul_left_comm]

/-- The occupation operator of mode `p`: annihilate, then create. -/
def occupation (p : ι) : Module.End ℂ (Fock ι) := create p * annihilate p

/-- The signs met on removing an electron from `p` and putting it back cancel. -/
theorem parity_mul_parity_erase (p : ι) (S : Finset ι) :
    parity p S * parity p (S.erase p) = 1 := by
  have h : (S.erase p).filter (· < p) = S.filter (· < p) := by
    ext q
    simp only [Finset.mem_filter, Finset.mem_erase]
    exact ⟨fun h => ⟨h.1.2, h.2⟩, fun h => ⟨⟨h.2.ne, h.1⟩, h.2⟩⟩
  simp only [parity]
  rw [h, ← mul_pow]
  norm_num

/-- The occupation operator keeps the amplitudes with `p` occupied and deletes the others. -/
theorem occupation_apply (p : ι) (ψ : Fock ι) (S : Finset ι) :
    occupation p ψ S = if p ∈ S then ψ S else 0 := by
  by_cases h : p ∈ S
  · have e := parity_mul_parity_erase p S
    simp [occupation, create, annihilate, h, Finset.insert_erase h, ← mul_assoc, e]
  · simp [occupation, create, h]

/-- The anticommutation relations of one mode: the anticommutator of annihilator and creator
is one, and both operators square to zero. -/
theorem anticommutation (p : ι) :
    annihilate p * create p + create p * annihilate p = 1 ∧
      create p * create p = 0 ∧ annihilate p * annihilate p = 0 := by
  refine ⟨LinearMap.ext fun ψ => funext fun S => ?_,
    LinearMap.ext fun ψ => funext fun S => ?_, LinearMap.ext fun ψ => funext fun S => ?_⟩
  · change (annihilate p (create p ψ)) S + occupation p ψ S = ψ S
    rw [occupation_apply]
    by_cases h : p ∈ S
    · simp [annihilate, h]
    · have e := parity_mul_parity_erase p (insert p S)
      rw [Finset.erase_insert h, mul_comm] at e
      simp [create, annihilate, h, ← mul_assoc, e]
  · by_cases h : p ∈ S <;> simp [create, h]
  · by_cases h : p ∈ S <;> simp [annihilate, h]

variable [Fintype ι]

/-- The total number operator, the sum of all occupation operators. -/
def number : Module.End ℂ (Fock ι) := ∑ p, occupation p

/-- The number operator multiplies each amplitude by its number of occupied modes. -/
theorem number_apply (ψ : Fock ι) (S : Finset ι) :
    number ψ S = (S.card : ℂ) * ψ S := by
  simp only [number, LinearMap.sum_apply, Finset.sum_apply, occupation_apply]
  simp [Finset.sum_ite_mem]

/-- The creator raises the electron number by one and the annihilator lowers it by one. -/
theorem number_ladder (f : ι) :
    number * create f = create f * (number + 1) ∧
      annihilate f * number = (number + 1) * annihilate f := by
  constructor <;> refine LinearMap.ext fun ψ => funext fun S => ?_ <;> by_cases h : f ∈ S
  · have e : (S.card : ℂ) = ((S.erase f).card : ℂ) + 1 := by
      exact_mod_cast (Finset.card_erase_add_one h).symm
    simp only [Module.End.mul_apply, number_apply, create, LinearMap.coe_mk, AddHom.coe_mk,
      LinearMap.add_apply, Module.End.one_apply, Pi.add_apply, if_pos h]
    rw [e]
    ring
  · simp [number_apply, create, h]
  · simp [number_apply, annihilate, h]
  · simp only [Module.End.mul_apply, number_apply, annihilate, LinearMap.coe_mk, AddHom.coe_mk,
      LinearMap.add_apply, Module.End.one_apply, Pi.add_apply, if_neg h,
      Finset.card_insert_of_notMem h, Nat.cast_add, Nat.cast_one]
    ring

/-- The `N`-electron states with mode `f` occupied. -/
abbrev occupiedSector (f : ι) (N : ℕ) : Submodule ℂ (Fock ι) :=
  Module.End.eigenspace number (N : ℂ) ⊓ Module.End.eigenspace (occupation f) 1

/-- The `N`-electron states with mode `f` empty. -/
abbrev emptySector (f : ι) (N : ℕ) : Submodule ℂ (Fock ι) :=
  Module.End.eigenspace number (N : ℂ) ⊓ Module.End.eigenspace (occupation f) 0

/-- Creator and annihilator of `f` are mutually inverse maps between the `N`-electron states
with `f` empty and the `(N+1)`-electron states with `f` occupied. -/
theorem sector_exchange (f : ι) (N : ℕ) :
    (∀ φ ∈ emptySector f N,
      create f φ ∈ occupiedSector f (N + 1) ∧ annihilate f (create f φ) = φ) ∧
    (∀ ψ ∈ occupiedSector f (N + 1),
      annihilate f ψ ∈ emptySector f N ∧ create f (annihilate f ψ) = ψ) := by
  obtain ⟨h1, -, h3⟩ := anticommutation f
  obtain ⟨l1, l2⟩ := number_ladder f
  constructor
  · intro φ hφ
    obtain ⟨hn, h0⟩ := Submodule.mem_inf.1 hφ
    rw [Module.End.mem_eigenspace_iff] at hn h0
    have h0' : create f (annihilate f φ) = 0 := h0.trans (zero_smul ℂ φ)
    have e : annihilate f (create f φ) + create f (annihilate f φ) = φ :=
      LinearMap.congr_fun h1 φ
    rw [h0', add_zero] at e
    have m : number (create f φ) = create f (number φ + φ) := LinearMap.congr_fun l1 φ
    refine ⟨Submodule.mem_inf.2 ⟨Module.End.mem_eigenspace_iff.2 ?_,
      Module.End.mem_eigenspace_iff.2 ?_⟩, e⟩
    · rw [m, hn, map_add, map_smul]
      push_cast
      module
    · change create f (annihilate f (create f φ)) = (1 : ℂ) • create f φ
      rw [e, one_smul]
  · intro ψ hψ
    obtain ⟨hn, h0⟩ := Submodule.mem_inf.1 hψ
    rw [Module.End.mem_eigenspace_iff] at hn h0
    have m : annihilate f (number ψ) = number (annihilate f ψ) + annihilate f ψ :=
      LinearMap.congr_fun l2 ψ
    have z : annihilate f (annihilate f ψ) = 0 := LinearMap.congr_fun h3 ψ
    refine ⟨Submodule.mem_inf.2 ⟨Module.End.mem_eigenspace_iff.2 ?_,
      Module.End.mem_eigenspace_iff.2 ?_⟩, h0.trans (one_smul ℂ ψ)⟩
    · rw [hn, map_smul] at m
      push_cast at m
      linear_combination (norm := module) (-1 : ℂ) • m
    · change create f (annihilate f (annihilate f ψ)) = (0 : ℂ) • annihilate f ψ
      rw [z, map_zero, zero_smul]

/-- The linear equivalence given by the creator of `f` between two spaces of states on which
creator and annihilator of `f` invert each other. -/
def exchange (f : ι) (P Q : Submodule ℂ (Fock ι))
    (hP : ∀ φ ∈ P, create f φ ∈ Q ∧ annihilate f (create f φ) = φ)
    (hQ : ∀ ψ ∈ Q, annihilate f ψ ∈ P ∧ create f (annihilate f ψ) = ψ) : P ≃ₗ[ℂ] Q :=
  LinearEquiv.ofLinearMap
    (LinearMap.restrict (create f) fun φ h => (hP φ h).1)
    (LinearMap.restrict (annihilate f) fun ψ h => (hQ ψ h).1)
    (LinearMap.ext fun ψ => Subtype.ext (hQ ψ ψ.2).2)
    (LinearMap.ext fun φ => Subtype.ext (hP φ φ.2).2)

/-- Let `H` conserve the electron number and commute with annihilator and creator of `f`.
Then the `(N+1)`-electron states with `f` occupied and the `N`-electron states with `f` empty
are invariant under `H`, and `H` has the same characteristic polynomial on both. -/
theorem ionization_spectrum (f : ι) (N : ℕ) (H : Module.End ℂ (Fock ι))
    (hN : Commute H number) (ha : Commute H (annihilate f)) (hc : Commute H (create f)) :
    ∃ (ho : ∀ ψ ∈ occupiedSector f (N + 1), H ψ ∈ occupiedSector f (N + 1))
      (he : ∀ φ ∈ emptySector f N, H φ ∈ emptySector f N),
      (LinearMap.restrict H ho).charpoly = (LinearMap.restrict H he).charpoly := by
  have hn : Commute H (occupation f) := hc.mul_right ha
  -- eigenspaces of a conserved quantity are invariant
  have inv : ∀ (A : Module.End ℂ (Fock ι)) (z : ℂ), Commute H A →
      ∀ ψ ∈ Module.End.eigenspace A z, H ψ ∈ Module.End.eigenspace A z := by
    intro A z hA ψ hψ
    rw [Module.End.mem_eigenspace_iff] at hψ ⊢
    have e : H (A ψ) = A (H ψ) := LinearMap.congr_fun hA.eq ψ
    rw [← e, hψ, map_smul]
  have ho : ∀ ψ ∈ occupiedSector f (N + 1), H ψ ∈ occupiedSector f (N + 1) := fun ψ h =>
    Submodule.mem_inf.2 ⟨inv _ _ hN ψ (Submodule.mem_inf.1 h).1,
      inv _ _ hn ψ (Submodule.mem_inf.1 h).2⟩
  have he : ∀ φ ∈ emptySector f N, H φ ∈ emptySector f N := fun φ h =>
    Submodule.mem_inf.2 ⟨inv _ _ hN φ (Submodule.mem_inf.1 h).1,
      inv _ _ hn φ (Submodule.mem_inf.1 h).2⟩
  refine ⟨ho, he, ?_⟩
  obtain ⟨hP, hQ⟩ := sector_exchange f N
  -- the creator of `f` turns one restriction into the other
  have key : LinearMap.restrict H ho =
      (exchange f _ _ hP hQ).conj (LinearMap.restrict H he) := by
    refine LinearMap.ext fun ψ => Subtype.ext ?_
    change H (ψ : Fock ι) = create f (H (annihilate f (ψ : Fock ι)))
    have e : H (create f (annihilate f (ψ : Fock ι))) =
        create f (H (annihilate f (ψ : Fock ι))) := LinearMap.congr_fun hc.eq _
    rw [← e, (hQ ψ ψ.2).2]
  rw [key, LinearEquiv.charpoly_conj]

/-- Let `H` commute with annihilator and creator of `f`, and give `f` an orbital energy `ε`.
The eigenvalue `E + ε` among `(N+1)`-electron states with `f` occupied is as degenerate as the
eigenvalue `E` of `H` among `N`-electron states with `f` empty. -/
theorem shifted_multiplicity (f : ι) (N : ℕ) (H : Module.End ℂ (Fock ι))
    (ha : Commute H (annihilate f)) (hc : Commute H (create f)) (E ε : ℂ) :
    Module.finrank ℂ ↥(occupiedSector f (N + 1) ⊓
        Module.End.eigenspace (H + ε • occupation f) (E + ε)) =
      Module.finrank ℂ ↥(emptySector f N ⊓ Module.End.eigenspace H E) := by
  refine (exchange f (emptySector f N ⊓ Module.End.eigenspace H E)
    (occupiedSector f (N + 1) ⊓ Module.End.eigenspace (H + ε • occupation f) (E + ε))
    ?_ ?_).finrank_eq.symm
  · intro φ hφ
    obtain ⟨hs, hE⟩ := Submodule.mem_inf.1 hφ
    obtain ⟨h1, h2⟩ := (sector_exchange f N).1 φ hs
    rw [Module.End.mem_eigenspace_iff] at hE
    refine ⟨Submodule.mem_inf.2 ⟨h1, Module.End.mem_eigenspace_iff.2 ?_⟩, h2⟩
    have ho : occupation f (create f φ) = create f φ := congrArg (create f) h2
    have hH : H (create f φ) = create f (H φ) := LinearMap.congr_fun hc.eq φ
    rw [LinearMap.add_apply, LinearMap.smul_apply, ho, hH, hE, map_smul, add_smul]
  · intro ψ hψ
    obtain ⟨hs, hE⟩ := Submodule.mem_inf.1 hψ
    obtain ⟨h1, h2⟩ := (sector_exchange f N).2 ψ hs
    refine ⟨Submodule.mem_inf.2 ⟨h1, Module.End.mem_eigenspace_iff.2 ?_⟩, h2⟩
    have ho : occupation f ψ = ψ := h2
    have hH : H (annihilate f ψ) = annihilate f (H ψ) := LinearMap.congr_fun ha.eq ψ
    rw [Module.End.mem_eigenspace_iff, LinearMap.add_apply, LinearMap.smul_apply, ho,
      add_smul] at hE
    rw [hH, add_right_cancel hE, map_smul]

/-- Orbital energies `ε` and density-density interactions `U` of all modes other than `f`. -/
def densityHamiltonian (f : ι) (ε : ι → ℝ) (U : ι → ι → ℝ) : Module.End ℂ (Fock ι) :=
  ∑ p ∈ Finset.univ.erase f, (ε p : ℂ) • occupation p +
    ∑ p ∈ Finset.univ.erase f, ∑ q ∈ Finset.univ.erase f,
      (U p q : ℂ) • (occupation p * occupation q)

/-- The density-density Hamiltonian of the other modes conserves the electron number and
commutes with annihilator and creator of `f`. -/
theorem densityHamiltonian_witness (f : ι) (ε : ι → ℝ) (U : ι → ι → ℝ) :
    Commute (densityHamiltonian f ε U) number ∧
      Commute (densityHamiltonian f ε U) (annihilate f) ∧
      Commute (densityHamiltonian f ε U) (create f) := by
  -- it suffices to commute with the occupation operator of each mode other than `f`
  have key : ∀ B : Module.End ℂ (Fock ι), (∀ p, p ≠ f → occupation p * B = B * occupation p) →
      Commute (densityHamiltonian f ε U) B := by
    intro B h
    have h' : ∀ p ∈ Finset.univ.erase f, Commute (occupation p) B :=
      fun p hp => h p (Finset.ne_of_mem_erase hp)
    exact (Commute.sum_left _ _ _ fun p hp => (h' p hp).smul_left _).add_left
      (Commute.sum_left _ _ _ fun p hp => Commute.sum_left _ _ _ fun q hq =>
        ((h' p hp).mul_left (h' q hq)).smul_left _)
  refine ⟨key _ fun p hp => ?_, key _ fun p hp => ?_, key _ fun p hp => ?_⟩ <;>
    refine LinearMap.ext fun ψ => funext fun S => ?_ <;> by_cases h : p ∈ S
  · simp [occupation_apply, number_apply, h]
  · simp [occupation_apply, number_apply, h]
  · simp [occupation_apply, annihilate, h]
  · simp [occupation_apply, annihilate, h, hp]
  · simp [occupation_apply, create, h, hp]
  · simp [occupation_apply, create, h]

end

end IonizationFromExcitation
```

```lean
#print axioms IonizationFromExcitation.ionization_spectrum
#print axioms IonizationFromExcitation.shifted_multiplicity
```

```
'IonizationFromExcitation.ionization_spectrum' depends on axioms: [propext, Classical.choice, Quot.sound]
'IonizationFromExcitation.shifted_multiplicity' depends on axioms: [propext, Classical.choice, Quot.sound]
```

## From cancelling signs to similar matrices

`parity_mul_parity_erase` is the sign cancellation, and `occupation_apply` turns it into the rule that $n_p$ keeps or deletes amplitudes. `anticommutation`, `number_apply` and `number_ladder` give the operator identities above. They are checked amplitude by amplitude: `number_apply` sums the rule for $n_p$ over all modes, and the other two split on whether the mode belongs to `S`.

`sector_exchange` contains both directions of the matching between sectors, and `exchange` packages such a matching as a linear equivalence. In `ionization_spectrum`, the step `inv` is the invariance of eigenspaces of a conserved quantity. The step `key` is $H\psi=a_f^\dagger Ha_f\psi$, written as conjugation by `exchange`, and `LinearEquiv.charpoly_conj` then gives the equal polynomials.

`shifted_multiplicity` applies `exchange` to the parts of the two sectors that lie in the relevant eigenspaces, so their dimensions agree. For the density-density model, `key` reduces the claim to single occupation operators: if each $n_p$ with $p\ne f$ commutes with an operator, so do their products and sums. Each such $n_p$ commutes with $\hat N$ because both only multiply amplitudes by numbers, and with $a_f$ and $a_f^\dagger$ because filling or emptying $f$ leaves the occupation of every other mode unchanged.
